# With equal rate coefficients, a two-fermion process and its reverse never take net energy from a Fermi-Dirac distribution at positive temperature

The theorem `heat_sign` concerns a process that takes two fermions from states `a`, `b` to states `c`, `d`, together with its reverse. Both have the same rate coefficient `W a b c d` and are subject to Pauli blocking, and the occupations follow a Fermi-Dirac distribution of temperature `T > 0`, in units with Boltzmann constant one. With Δ = `E a + E b - E c - E d`, the net rate at which the fermions gain energy is `W a b c d` times `flux` times Δ(exp(Δ/T) − 1), where `flux` is the product of the filled fractions of `a`, `b` and the empty fractions of `c`, `d`. The theorem says that this rate is nonnegative if the coefficient is nonnegative, and positive if the coefficient is positive and Δ is nonzero. The proof shows that `flux` is positive and that x(exp(x/T) − 1) is positive for every nonzero x, treating negative and positive x separately; the case Δ = 0 of the first claim is left to `simp`.

This version doesn't compile in Lean 4 with Mathlib:

```lean
import Mathlib

noncomputable section

namespace HeatSign

variable {ι : Type*}

/-- Pauli-blocked occupation factor of the process `a b → c d`: both initial states are
filled and both final states are empty. -/
def flux (f : ι → ℝ) (a b c d : ι) : ℝ := f a * f b * (1 - f c) * (1 - f d)

/-- Fermi-Dirac occupation of the states with energies `E` at chemical potential `μ` and
temperature `T ≠ 0`, in units with Boltzmann constant one. -/
def fermi (E : ι → ℝ) (μ T : ℝ) (i : ι) : ℝ := 1 / (Real.exp ((E i - μ) / T) + 1)

/-- Heating term of the process `a b → c d`: the net rate of energy gain from this process and its
reverse, both with rate `W a b c d`, in a Fermi-Dirac distribution of temperature `T ≠ 0`. -/
def heat (E : ι → ℝ) (W : ι → ι → ι → ι → ℝ) (μ T : ℝ) (a b c d : ι) : ℝ :=
  W a b c d * flux (fermi E μ T) a b c d *
    ((E a + E b - E c - E d) * (Real.exp ((E a + E b - E c - E d) / T) - 1))

/-- The empty fraction of a state in a Fermi-Dirac distribution is its filled fraction times
the inverse Boltzmann factor. -/
theorem one_sub_fermi (E : ι → ℝ) (μ T : ℝ) (i : ι) :
    1 - fermi E μ T i = Real.exp ((E i - μ) / T) * fermi E μ T i := by
  have h0 : Real.exp ((E i - μ) / T) + 1 ≠ 0 := by positivity
  have h := mul_one_div_cancel h0
  unfold fermi
  linear_combination -h

/-- At positive temperature, the heating term of a process with nonnegative rate is nonnegative, and
it is positive if the rate is positive and the energy mismatch nonzero. -/
theorem heat_sign (E : ι → ℝ) (W : ι → ι → ι → ι → ℝ) (μ : ℝ) {T : ℝ} (hT : 0 < T)
    (a b c d : ι) (hW : 0 ≤ W a b c d) :
    0 ≤ heat E W μ T a b c d ∧
      (0 < W a b c d → E a + E b ≠ E c + E d → 0 < heat E W μ T a b c d) := by
  have hf : ∀ i, 0 < fermi E μ T i := fun i => by unfold fermi; positivity
  have hg : ∀ i, 0 < 1 - fermi E μ T i := fun i => by
    rw [one_sub_fermi]
    exact mul_pos (Real.exp_pos _) (hf i)
  have hflux : 0 < flux (fermi E μ T) a b c d :=
    mul_pos (mul_pos (mul_pos (hf a) (hf b)) (hg c)) (hg d)
  -- the mismatch and `exp (mismatch / T) - 1` have the same sign
  have hsign : ∀ x : ℝ, x ≠ 0 → 0 < x * (Real.exp (x / T) - 1) := by
    intro x hx
    rcases lt_or_gt_of_ne hx with h | h
    · have h1 : Real.exp (x / T) < 1 := Real.exp_lt_one (div_neg_of_neg_of_pos h hT)
      exact mul_pos_of_neg_of_neg h (by linarith)
    · have h1 : 1 < Real.exp (x / T) := Real.one_lt_exp_iff.mpr (div_pos h hT)
      exact mul_pos h (by linarith)
  constructor
  · by_cases h : E a + E b - E c - E d = 0
    · simp [heat, h]
    · exact mul_nonneg (mul_nonneg hW hflux.le) (hsign _ h).le
  · intro hpos hE
    exact mul_pos (mul_pos hpos hflux) (hsign _ fun h => hE (by linarith))

end HeatSign
```

Lean reports:

```
Main.lean:48:40: error(lean.unknownIdentifier): Unknown constant `Real.exp_lt_one`
```

After these edits no error is left:

```diff
@@ -46,5 +46,5 @@
     intro x hx
     rcases lt_or_gt_of_ne hx with h | h
-    · have h1 : Real.exp (x / T) < 1 := Real.exp_lt_one (div_neg_of_neg_of_pos h hT)
+    · have h1 : Real.exp (x / T) < 1 := Real.exp_lt_one_iff.mpr (div_neg_of_neg_of_pos h hT)
       exact mul_pos_of_neg_of_neg h (by linarith)
     · have h1 : 1 < Real.exp (x / T) := Real.one_lt_exp_iff.mpr (div_pos h hT)
```

What went wrong. The message means that Lean found no constant called `Real.exp_lt_one` in the imported Mathlib. The name is called in the case of negative x, where the proof needs `Real.exp (x / T) < 1`. The mathematics there is sound: `div_neg_of_neg_of_pos h hT` proves that `x / T` is negative, and the exponential of a negative number is less than one. Only the lemma meant to take this step does not exist under that name.

The repair calls `Real.exp_lt_one_iff` instead, which says that the exponential of a real number is less than one if and only if the number is negative. Since this is an equivalence and not an implication, it can't be applied directly to the proof that `x / T` is negative; `.mpr` picks out the direction from right to left, which takes that proof and returns the inequality needed. The case of positive x already uses `Real.one_lt_exp_iff.mpr` in the same way. Nothing else in the file changes.
